# Plane waves in one dimension: with wavevector cutoff $K\ge 0$ in reciprocal lattice units, the basis has two possible sizes and averages to $2K$ over the Brillouin zone

Take a one-dimensional crystal and measure wavevectors in units of the reciprocal lattice vector. At the k-point $k$ the plane waves have wavevectors $n+k$ with $n$ an integer. Keep those with $|n+k|\le 1/4$ and move $k$ from 0 to 1. The wave $n=0$ is in the basis until $k=1/4$, then the basis is empty, and at $k=3/4$ the wave $n=-1$ enters. The basis has size 1 on half of the zone and size 0 on the other half, so its mean size is $1/2$, twice the cutoff.

The same happens at any cutoff radius $K\ge 0$. Let $N(K,k)$ be the number of integers $n$ with $|n+k|\le K$, and let $\lfloor x\rfloor$ be the largest integer not above $x$. Then $N$ takes exactly the values $\lfloor 2K\rfloor$ and $\lfloor 2K\rfloor+1$, and its integral over $k\in[0,1]$ is $2K$.

In plane-wave calculations, jumps in basis size at fixed energy cutoff are a source of steps in the energy as the cell is strained. For a one-dimensional cell, the results show that the basis size averaged over the whole zone has no such jumps, and that a uniform mesh of $M$ k-points comes within $1/M$ of this average. The hypotheses leave open the step from counting plane waves in one dimension to the energies and stresses of a three-dimensional crystal.

## Any real $k$: the basis is an interval of integers

The k-point is an unrestricted real number. Replacing $k$ by $k+1$ only relabels the plane waves, so the zone may be taken as $[0,1]$.

In Lean 4 with Mathlib:

```lean
import Mathlib

open MeasureTheory

namespace PlaneWaveBasisAverage

noncomputable section
```

`basisSize K k` is $N(K,k)$. Here $K$ is a wavevector radius, not an energy, and waves exactly on the cutoff are included.

```lean
/-- Number of plane waves `n + k` (in units of the reciprocal lattice vector) whose
wavevector has magnitude at most `K`, at the k-point `k`. -/
def basisSize (K k : ℝ) : ℕ := Set.ncard {n : ℤ | |(n : ℝ) + k| ≤ K}
```

The second count uses atomic units: $L$ is the cell length, $q$ the crystal momentum and $E$ the kinetic-energy cutoff.

```lean
/-- Number of plane waves in a cell of length `L > 0` whose kinetic energy at crystal
momentum `q` is at most `E` (atomic units). -/
def energyBasisSize (L E q : ℝ) : ℕ :=
  Set.ncard {n : ℤ | (2 * Real.pi * n / L + q) ^ 2 / 2 ≤ E}
```

By hand, $|n+k|\le K$ means $-n\le K+k$ and $n\le K-k$. Since $n$ is an integer, this is the same as

$$-\lfloor K+k\rfloor\le n\le\lfloor K-k\rfloor .$$

In the proof, `h1` and `h2` are these two equivalences. The result also shows that the set is finite, which matters because `Set.ncard` would return 0 for an infinite set.

```lean
/-- The plane waves at or below the cutoff are labelled by a finite (possibly empty) interval of
integers. -/
theorem planeWaves_eq_Icc (K k : ℝ) :
    {n : ℤ | |(n : ℝ) + k| ≤ K} = ↑(Finset.Icc (-⌊K + k⌋) ⌊K - k⌋) := by
  ext n
  have h1 : -⌊K + k⌋ ≤ n ↔ -K ≤ (n : ℝ) + k := by
    rw [neg_le, Int.le_floor]
    push_cast
    constructor <;> intro h <;> linarith
  have h2 : n ≤ ⌊K - k⌋ ↔ (n : ℝ) + k ≤ K := by
    rw [Int.le_floor]
    constructor <;> intro h <;> linarith
  rw [Set.mem_ofPred_eq, abs_le, Finset.coe_Icc, Set.mem_Icc, h1, h2]
```

## $K\ge 0$: the cutoff is a radius

**Counting the interval.** An integer interval from $a$ to $b$ has $b-a+1$ elements, provided that this number is not negative. Each floor exceeds its argument minus 1, so

$$\lfloor K-k\rfloor+\lfloor K+k\rfloor>2K-2\ge-2 .$$

The left side is an integer, hence at least $-1$, and

$$N(K,k)=\lfloor K-k\rfloor+\lfloor K+k\rfloor+1 .$$

The condition $K\ge0$ enters in the step $2K-2\ge-2$. In the proof, `h3` is the resulting bound, that the sum of the floors exceeds $-2$, and `h4` is its integer form. For any $K<0$ the basis is empty, whereas the formula gives a negative number at $k=0$.

```lean
/-- Closed formula for the basis size at any k-point, for a cutoff `K ≥ 0`. -/
theorem basisSize_eq {K : ℝ} (hK : 0 ≤ K) (k : ℝ) :
    (basisSize K k : ℤ) = ⌊K - k⌋ + ⌊K + k⌋ + 1 := by
  have h1 := Int.lt_floor_add_one (K - k)
  have h2 := Int.lt_floor_add_one (K + k)
  have h3 : (-2 : ℝ) < ((⌊K - k⌋ + ⌊K + k⌋ : ℤ) : ℝ) := by
    push_cast
    linarith
  have h4 : -2 < ⌊K - k⌋ + ⌊K + k⌋ := by exact_mod_cast h3
  unfold basisSize
  rw [planeWaves_eq_Icc, Set.ncard_coe_finset, Int.card_Icc]
  omega
```

**Two sizes.** Write $\{x\}=x-\lfloor x\rfloor$ for the fractional part. Two fractional parts add up to less than 2, so $\lfloor a\rfloor+\lfloor b\rfloor\le\lfloor a+b\rfloor\le\lfloor a\rfloor+\lfloor b\rfloor+1$. With $a=K-k$ and $b=K+k$ this reads $N-1\le\lfloor2K\rfloor\le N$, which leaves the two values. The proof takes both inequalities from Mathlib, and `omega` combines them with the counting formula, through which $K\ge0$ enters. For $K<-1/2$ the statement fails, because both candidate values are negative.

```lean
/-- For a cutoff `K ≥ 0` the basis size at every k-point is `⌊2K⌋` or `⌊2K⌋ + 1`. -/
theorem basisSize_two_values {K : ℝ} (hK : 0 ≤ K) (k : ℝ) :
    (basisSize K k : ℤ) = ⌊2 * K⌋ ∨ (basisSize K k : ℤ) = ⌊2 * K⌋ + 1 := by
  have e : (K - k) + (K + k) = 2 * K := by ring
  have h1 := Int.le_floor_add (K - k) (K + k)
  have h2 := Int.le_floor_add_floor (K - k) (K + k)
  rw [e] at h1 h2
  have h3 := basisSize_eq hK k
  omega
```

**Both sizes occur.** At $k=K$ the formula gives $0+\lfloor2K\rfloor+1$. For the smaller size, let $\delta=\lfloor2K\rfloor+1-2K$, so that $0<\delta\le1$, and take $k=K+\delta/2$. Then $K-k=-\delta/2$ has floor $-1$. The other argument, $K+k=2K+\delta/2$, lies below $2K+\delta=\lfloor2K\rfloor+1$, so its floor is $\lfloor2K\rfloor$. The sum is $N=\lfloor2K\rfloor$. The proof supplies the same two k-points, and `a` and `b` are the two floors. For every $K<0$ the smaller value is negative and cannot occur.

```lean
/-- For every cutoff `K ≥ 0` both basis sizes, `⌊2K⌋` and `⌊2K⌋ + 1`, occur at some k-point. -/
theorem both_values_occur {K : ℝ} (hK : 0 ≤ K) :
    (∃ k, (basisSize K k : ℤ) = ⌊2 * K⌋) ∧ ∃ k, (basisSize K k : ℤ) = ⌊2 * K⌋ + 1 := by
  have h1 := Int.floor_le (2 * K)
  have h2 := Int.lt_floor_add_one (2 * K)
  constructor
  · -- move k slightly beyond K, by half the distance of 2K to the next integer
    refine ⟨K + (⌊2 * K⌋ + 1 - 2 * K) / 2, ?_⟩
    rw [basisSize_eq hK]
    have a : ⌊K - (K + (⌊2 * K⌋ + 1 - 2 * K) / 2)⌋ = -1 := by
      rw [Int.floor_eq_iff]
      push_cast
      constructor <;> linarith
    have b : ⌊K + (K + (⌊2 * K⌋ + 1 - 2 * K) / 2)⌋ = ⌊2 * K⌋ := by
      rw [Int.floor_eq_iff]
      constructor <;> linarith
    rw [a, b]
    ring
  · refine ⟨K, ?_⟩
    rw [basisSize_eq hK, sub_self, Int.floor_zero, ← two_mul, zero_add]
```

**The average.** A fractional part has period 1 and equals $x$ on $[0,1)$, so its integral over any unit interval is $\int_0^1x\,dx=1/2$. The proof passes to the open interval to avoid the endpoint $x=1$, where $\{x\}=0$.

```lean
/-- The fractional part has mean `1/2` over any interval of unit length. -/
theorem integral_fract (c : ℝ) : ∫ x in c..(c + 1), Int.fract x = 1 / 2 := by
  have hp : Function.Periodic (Int.fract : ℝ → ℝ) 1 := fun x => Int.fract_add_one x
  have h : ∫ x in (0 : ℝ)..1, Int.fract x = ∫ x in (0 : ℝ)..1, x := by
    rw [intervalIntegral.integral_of_le zero_le_one,
      intervalIntegral.integral_of_le zero_le_one,
      integral_Ioc_eq_integral_Ioo, integral_Ioc_eq_integral_Ioo]
    exact setIntegral_congr_fun measurableSet_Ioo
      fun x hx => Int.fract_eq_self.2 ⟨hx.1.le, hx.2⟩
  rw [hp.intervalIntegral_add_eq c 0, zero_add, h, integral_id]
  norm_num
```

Replacing each floor in the counting formula by its argument minus the fractional part gives

$$N(K,k)=2K+1-\{K-k\}-\{K+k\}.$$

As $k$ runs from 0 to 1, $K-k$ covers $[K-1,K]$ and $K+k$ covers $[K,K+1]$. Each fractional part therefore integrates to $1/2$, and

$$\int_0^1N(K,k)\,dk=2K+1-\tfrac12-\tfrac12=2K .$$

In the proof, `e` is the formula for $N$, `int` establishes integrability from measurability and the bound 1, and `m1` and `m2` are the two integrals. Again $K\ge0$ enters only through the counting formula. For every $K<0$ the integral is 0, not $2K$.

```lean
/-- The basis size averaged over the Brillouin zone is exactly `2K`, for every
cutoff `K ≥ 0`. -/
theorem average_basisSize {K : ℝ} (hK : 0 ≤ K) :
    ∫ k in (0 : ℝ)..1, (basisSize K k : ℝ) = 2 * K := by
  have e : ∀ k, (basisSize K k : ℝ) = 2 * K + 1 - Int.fract (K - k) - Int.fract (K + k) := by
    intro k
    have h : (basisSize K k : ℝ) = ⌊K - k⌋ + ⌊K + k⌋ + 1 := by
      exact_mod_cast basisSize_eq hK k
    linarith [Int.floor_add_fract (K - k), Int.floor_add_fract (K + k)]
  -- fractional parts are bounded and measurable, hence integrable
  have int : ∀ g : ℝ → ℝ, Measurable g →
      IntervalIntegrable (fun k => Int.fract (g k)) volume 0 1 := by
    intro g hg
    have hc : IntervalIntegrable (fun _ : ℝ => (1 : ℝ)) volume 0 1 :=
      continuous_const.intervalIntegrable 0 1
    refine hc.mono_fun (measurable_fract.comp hg).aestronglyMeasurable
      (Filter.Eventually.of_forall fun k => ?_)
    show ‖Int.fract (g k)‖ ≤ ‖(1 : ℝ)‖
    rw [Real.norm_of_nonneg (Int.fract_nonneg _), norm_one]
    exact (Int.fract_lt_one _).le
  have i0 : IntervalIntegrable (fun _ : ℝ => 2 * K + 1) volume 0 1 :=
    continuous_const.intervalIntegrable 0 1
  have i1 := int (fun k => K - k) (measurable_const.sub measurable_id)
  have i2 := int (fun k => K + k) (measurable_const.add measurable_id)
  have i3 : IntervalIntegrable (fun k => 2 * K + 1 - Int.fract (K - k)) volume 0 1 := i0.sub i1
  have m1 : ∫ k in (0 : ℝ)..1, Int.fract (K - k) = 1 / 2 := by
    rw [intervalIntegral.integral_comp_sub_left (fun x => Int.fract x) K, sub_zero]
    simpa only [sub_add_cancel] using integral_fract (K - 1)
  have m2 : ∫ k in (0 : ℝ)..1, Int.fract (K + k) = 1 / 2 := by
    rw [intervalIntegral.integral_comp_add_left (fun x => Int.fract x) K, add_zero]
    exact integral_fract K
  simp only [e]
  rw [intervalIntegral.integral_sub i3 i2, intervalIntegral.integral_sub i0 i1, m1, m2,
    intervalIntegral.integral_const, smul_eq_mul]
  ring
```

## $M>0$: the mesh has at least one k-point

A uniform mesh consists of the points $(j+s)/M$ with $j=0,\dots,M-1$ and any real offset $s$. Its basis sizes add up to that of one larger basis:

$$\sum_{j=0}^{M-1}N\!\left(K,\frac{j+s}{M}\right)=N(MK,s).$$

To see this, write each integer $m$ with $|m+s|\le MK$ uniquely as $m=Mn+j$ with $0\le j<M$. Then

$$m+s=M\left(n+\frac{j+s}{M}\right),$$

and division by $M$ turns the condition into $|n+(j+s)/M|\le K$. The integers with remainder $j$ thus correspond one to one to the basis at the $j$-th mesh point.

Positivity of $M$ is used in the division with remainder and in the division of the inequality. In the proof, `key` is the equivalence of the two conditions, `Finset.card_eq_sum_card_fiberwise` sorts the large basis by remainder, and `hinj` says that $n\mapsto Mn+j$ is injective. With $M=0$ the sum is empty, but the right side is 1 for integer $s$. No sign of $K$ is assumed, since for $K<0$ both sides vanish.

```lean
/-- The basis sizes on a uniform mesh of `M > 0` k-points with offset `s` add up to the basis size
for the cutoff `M * K` at the single k-point `s`. -/
theorem sum_mesh (K s : ℝ) {M : ℕ} (hM : 0 < M) :
    ∑ j ∈ Finset.range M, basisSize K (((j : ℝ) + s) / M) = basisSize (M * K) s := by
  have hR : (0 : ℝ) < M := by exact_mod_cast hM
  have hZ : (0 : ℤ) < M := by exact_mod_cast hM
  have key : ∀ (n : ℤ) (j : ℕ), |(((M : ℤ) * n + (j : ℤ) : ℤ) : ℝ) + s| ≤ M * K ↔
      |(n : ℝ) + ((j : ℝ) + s) / M| ≤ K := by
    intro n j
    have c : (M : ℝ) * (((j : ℝ) + s) / M) = j + s := by field_simp
    have e : (((M : ℤ) * n + (j : ℤ) : ℤ) : ℝ) + s = M * ((n : ℝ) + ((j : ℝ) + s) / M) := by
      push_cast
      linear_combination -c
    rw [e, abs_mul, abs_of_pos hR]
    exact ⟨fun h => le_of_mul_le_mul_left h hR, fun h => mul_le_mul_of_nonneg_left h hR.le⟩
  have hT := planeWaves_eq_Icc (M * K) s
  symm
  unfold basisSize
  -- sort the integers of the large basis by their residue modulo M
  rw [hT, Set.ncard_coe_finset, Finset.card_eq_sum_card_fiberwise
    (f := fun m : ℤ => (m % (M : ℤ)).toNat) (t := Finset.range M) ?_]
  · refine Finset.sum_congr rfl fun j hj => ?_
    have hinj : Function.Injective (fun n : ℤ => (M : ℤ) * n + (j : ℤ)) := fun a b h =>
      mul_left_cancel₀ hZ.ne' (add_right_cancel h)
    rw [← Set.ncard_coe_finset, ← Set.ncard_image_of_injective
      {n : ℤ | |(n : ℝ) + ((j : ℝ) + s) / M| ≤ K} hinj]
    congr 1
    ext m
    have hm : m ∈ Finset.Icc (-⌊M * K + s⌋) ⌊M * K - s⌋ ↔ |(m : ℝ) + s| ≤ M * K := by
      rw [← Finset.mem_coe, ← hT, Set.mem_ofPred_eq]
    rw [Finset.mem_coe, Finset.mem_filter, hm, Set.mem_image]
    constructor
    · rintro ⟨h, hr⟩
      have h2 : m % (M : ℤ) = j := by
        rw [← hr, Int.toNat_of_nonneg (Int.emod_nonneg m hZ.ne')]
      have e : (M : ℤ) * (m / M) + (j : ℤ) = m := by linarith [Int.emod_def m M]
      refine ⟨m / M, (key _ j).1 ?_, e⟩
      rw [e]
      exact h
    · rintro ⟨n, hn, rfl⟩
      refine ⟨(key n j).2 hn, ?_⟩
      have hlt : (j : ℤ) < M := by exact_mod_cast Finset.mem_range.1 hj
      show (((M : ℤ) * n + (j : ℤ)) % (M : ℤ)).toNat = j
      rw [add_comm, Int.add_mul_emod_self_left, Int.emod_eq_of_lt (by positivity) hlt,
        Int.toNat_natCast]
  · intro m _
    have h1 := Int.emod_nonneg m hZ.ne'
    have h2 := Int.emod_lt_of_pos m hZ
    simp only [Finset.coe_range, Set.mem_Iio]
    omega
```

For $K\ge0$ the large basis has size $\lfloor2MK\rfloor$ or $\lfloor2MK\rfloor+1$, so it differs from $2MK$ by at most 1. Dividing by $M$ gives

$$\left|\frac1M\sum_{j=0}^{M-1}N\!\left(K,\frac{j+s}{M}\right)-2K\right|\le\frac1M .$$

The proof obtains the first bound, `h`, from `basisSize_two_values` at cutoff $MK$, which is non-negative because $K\ge0$. The hypothesis $M>0$ is needed for the mesh sum and for the division by $M$. For $K<-1/(2M)$ the bound fails, since the mesh average is 0. A finite mesh does not remove the jumps: its average still moves in steps as $K$ varies, but stays within $1/M$ of the line $2K$.

```lean
/-- For a cutoff `K ≥ 0`, the average basis size over a uniform mesh of `M > 0` k-points,
with any offset, differs from `2K` by at most `1/M`. -/
theorem mesh_average_error {K : ℝ} (hK : 0 ≤ K) (s : ℝ) {M : ℕ} (hM : 0 < M) :
    |(∑ j ∈ Finset.range M, (basisSize K (((j : ℝ) + s) / M) : ℝ)) / M - 2 * K| ≤ 1 / M := by
  have hR : (0 : ℝ) < M := by exact_mod_cast hM
  have h : |(basisSize (M * K) s : ℝ) - 2 * (M * K)| ≤ 1 := by
    have h1 := Int.floor_le (2 * (M * K))
    have h2 := Int.lt_floor_add_one (2 * (M * K))
    rw [abs_le]
    rcases basisSize_two_values (mul_nonneg hR.le hK) s with h | h
    · have h' : (basisSize (M * K) s : ℝ) = ⌊2 * (M * K)⌋ := by exact_mod_cast h
      constructor <;> linarith
    · have h' : (basisSize (M * K) s : ℝ) = ⌊2 * (M * K)⌋ + 1 := by exact_mod_cast h
      constructor <;> linarith
  have e : (basisSize (M * K) s : ℝ) / M - 2 * K
      = ((basisSize (M * K) s : ℝ) - 2 * (M * K)) / M := by
    field_simp
  rw [← Nat.cast_sum, sum_mesh K s hM, e, abs_div, abs_of_pos hR]
  exact div_le_div_of_nonneg_right h hR.le
```

## $L>0$ and $E\ge0$: a real cell and a reachable energy

The reciprocal lattice vector is $2\pi/L$. Set $c=L/(2\pi)$, $k=cq$ and $K=c\sqrt{2E}$. Then

$$\frac12\left(\frac{2\pi n}{L}+q\right)^2\le E
\iff\left|\frac{2\pi n}{L}+q\right|\le\sqrt{2E}
\iff|n+k|\le K .$$

The first equivalence uses $E\ge0$ and the second uses $c>0$. Substituting $k=cq$ in the zone average gives

$$\frac{L}{2\pi}\int_0^{2\pi/L}N\!\left(c\sqrt{2E},cq\right)dq=2c\sqrt{2E}=\frac{L\sqrt{2E}}{\pi}.$$

In the proof, `e` is the chain of equivalences and `h` the change of variable, to which `average_basisSize` is applied. A negative $L$ with $E>0$ would make the right side negative while the left side stays positive. For $E<0$ no plane wave lies below the cutoff, and $\sqrt{2E}$ is not a real number.

At fixed $E$ the average is proportional to $L$, so it changes smoothly when this one-dimensional cell is stretched.

```lean
/-- In a cell of length `L > 0` with kinetic-energy cutoff `E ≥ 0`, the basis size averaged
over the Brillouin zone is `L √(2E) / π`. -/
theorem average_energyBasisSize {L E : ℝ} (hL : 0 < L) (hE : 0 ≤ E) :
    L / (2 * Real.pi) * ∫ q in (0 : ℝ)..(2 * Real.pi / L), (energyBasisSize L E q : ℝ)
      = L * √(2 * E) / Real.pi := by
  have hpi := Real.pi_pos
  have hc : 0 < L / (2 * Real.pi) := by positivity
  -- rescale wavevectors to units of the reciprocal lattice vector
  have e : ∀ q, energyBasisSize L E q
      = basisSize (L / (2 * Real.pi) * √(2 * E)) (L / (2 * Real.pi) * q) := by
    intro q
    unfold energyBasisSize basisSize
    congr 1
    ext n
    have h1 : (n : ℝ) + L / (2 * Real.pi) * q
        = L / (2 * Real.pi) * (2 * Real.pi * n / L + q) := by
      field_simp
    rw [Set.mem_ofPred_eq, Set.mem_ofPred_eq, h1, abs_mul, abs_of_pos hc]
    constructor
    · intro h
      exact mul_le_mul_of_nonneg_left (Real.abs_le_sqrt (by linarith)) hc.le
    · intro h
      have h2 := pow_le_pow_left₀ (abs_nonneg _) (le_of_mul_le_mul_left h hc) 2
      rw [sq_abs, Real.sq_sqrt (by linarith)] at h2
      linarith
  have h := intervalIntegral.mul_integral_comp_mul_left (a := 0) (b := 2 * Real.pi / L)
    (f := fun k => (basisSize (L / (2 * Real.pi) * √(2 * E)) k : ℝ)) (c := L / (2 * Real.pi))
  have hb : L / (2 * Real.pi) * (2 * Real.pi / L) = 1 := by field_simp
  rw [mul_zero, hb, average_basisSize (by positivity)] at h
  simp only [e]
  rw [h]
  field_simp

end

end PlaneWaveBasisAverage
```

```lean
#print axioms PlaneWaveBasisAverage.both_values_occur
-- 'PlaneWaveBasisAverage.both_values_occur' depends on axioms: [propext, Classical.choice, Quot.sound]
#print axioms PlaneWaveBasisAverage.mesh_average_error
-- 'PlaneWaveBasisAverage.mesh_average_error' depends on axioms: [propext, Classical.choice, Quot.sound]
#print axioms PlaneWaveBasisAverage.average_energyBasisSize
-- 'PlaneWaveBasisAverage.average_energyBasisSize' depends on axioms: [propext, Classical.choice, Quot.sound]
```
